# The piezoelectric tensor of crystal class 32 has two independent constants

Let d_ijk be the tensor that gives the polarization P of a crystal under a stress σ at zero electric field,

P_i = Σ_jk d_ijk σ_jk,

with d_ijk = d_ikj. I number the axes x, y, z as 0, 1, 2. Quartz in its low-temperature α form belongs to class 32, and I put its threefold axis along z and a twofold axis along x.

Symmetry in jk leaves 18 components, and the tables say that only two constants survive, d₁₁ and d₁₄. I can see that the half turn about x removes many components, but d_022 and d_201 pass that condition. What removes them? The tables also give d₂₆ = −2d₁₁, while my attempt at the threefold axis gives d_101 = −d_000, without the 2. Have I lost a factor?

## The threefold axis removes the rest, and the 2 comes from Voigt notation

Your relation is right. The tables use the Voigt index 6 for the pair 01 and 10 together, so d₂₆ = d_101 + d_110 = −2d_000. With a = d_000 and b = d_012, the tabulated constants are d₁₁ = a and d₁₄ = 2b.

A rotation R turns the tensor into one with components

d′_ijk = Σ_abc R_ia R_jb R_kc d_abc,

where a, b, c under the sum are indices. Invariance means d′ = d. This is the right law because it carries the polarization along with the crystal: if the stress becomes RσRᵀ, each stress index meets a factor RᵀR = 1, and what remains is P′ = RP.

**The half turn about x.** Here R is diagonal with signs s = (1, −1, −1), so

d_ijk = s_i s_j s_k d_ijk.

Every component with an odd number of indices 1 or 2 vanishes. That is 14 of the 27.

**The 120° rotation about z.** Its matrix has the rows (−1/2, −√3/2, 0), (√3/2, −1/2, 0) and (0, 0, 1). With the 14 zeros inserted, six of the component equations are

d_000 = −(1/8) d_000 − (3/8)(d_011 + d_101 + d_110)

d_011 = −(3/8) d_000 − (1/8) d_011 + (3/8)(d_101 + d_110)

d_022 = −(1/2) d_022

d_202 = −(1/2) d_202

d_201 = (1/4) d_201 − (3/4) d_210

d_102 = (1/4) d_102 − (3/4) d_012

Since d_110 = d_101, the first two become

3d_000 + d_011 + 2d_101 = 0

d_000 + 3d_011 − 2d_101 = 0

Their sum gives d_011 = −d_000, and then d_101 = −d_000. The third and fourth equations give d_022 = d_202 = 0. In the fifth, d_210 = d_201 turns the right side into −(1/2) d_201, so d_201 = 0. The sixth gives d_102 = −d_012. Symmetry in jk supplies the remaining components:

d_000 = a, d_011 = d_101 = d_110 = −a

d_012 = d_021 = b, d_102 = d_120 = −b

All others are zero.

**The converse.** Contract this tensor with three vectors u, v, w:

Σ_ijk d_ijk u_i v_j w_k = a Re[(u_0 + iu_1)(v_0 + iv_1)(w_0 + iw_1)] + b[w_2(u_0v_1 − u_1v_0) + v_2(u_0w_1 − u_1w_0)]

Here the i inside the square brackets is the imaginary unit. A turn of ±120° about z multiplies each complex factor by a cube root of 1, the same for all three, so their product is unchanged. The b term contains only z components and planar cross products, which no rotation about z changes. The half turn about x leaves the tensor alone because each nonzero component has an even number of indices 1 or 2. Every operation of class 32 is a product of the 120° rotation and this half turn, so both constants are free.

**What a measurement sees.** For a symmetric stress, the contraction gives

P_0 = a(σ_00 − σ_11) + 2bσ_12

P_1 = −2aσ_01 − 2bσ_02

P_2 = 0

In the limiting case of equal normal stresses without shear, P vanishes altogether. For unit tension along a unit vector n, σ_jk = n_j n_k, and the polarization along n is

n·P = n_0[a(n_0² − n_1²) + 2bn_1n_2] + n_1[−2an_0n_1 − 2bn_0n_2] = a(n_0³ − 3n_0n_1²).

The b terms cancel, so this longitudinal response determines a but says nothing about b.

## The same statement in Lean

`PiezoTensor` is a family of three real 3×3 matrices, one for each polarization direction, and `d i j k` is d_ijk. `rotate` is the transformation law above, and `polarization` is the contraction with the stress. `threefoldZ` and `twofoldX` are the two rotations, and `quartzTensor a b` is the two-constant tensor.

The main theorem, `invariant_iff_quartzTensor`, says that a tensor satisfying `hsym`, the symmetry in jk, is invariant under both rotations if and only if it equals `quartzTensor (d 0 0 0) (d 0 1 2)`. Physically, `hsym` is a convention: an antisymmetric part in jk produces no polarization under a symmetric stress, so it is set to zero.

Without that convention the two rotations do not force the quartz form. The Levi-Civita tensor ε_ijk is invariant under every rotation, but ε_021 = −ε_012, whereas the quartz form requires these components to be equal.

The step from these matrices to a real crystal is Neumann's principle, that a material tensor has at least the point symmetry of the crystal. It enters as physics. The model is also linear and homogeneous, and within those limits the result tells a first-principles calculation for α-quartz, in these axes, which piezoelectric components need to be computed independently.

`quartz_polarization` gives the three components of P for any symmetric stress. `quartz_longitudinal` allows a vector `n` of any length; for nonzero `n`, its value is |n|³ times the result for the unit vector n/|n|.

```lean
import Mathlib

open Matrix

namespace QuartzPiezoelectricity

noncomputable section

/-- A third-rank tensor `d i j k` on three-dimensional space: `i` is the direction of the
polarization, `j k` are the stress indices, and `0, 1, 2` stand for `x, y, z`. -/
abbrev PiezoTensor := Fin 3 → Matrix (Fin 3) (Fin 3) ℝ

/-- The transformed tensor, with components `R_ia R_jb R_kc d_abc` summed over `a, b, c`. -/
def rotate (R : Matrix (Fin 3) (Fin 3) ℝ) (d : PiezoTensor) : PiezoTensor :=
  fun i => Matrix.of fun j k => ∑ a, ∑ b, ∑ c, R i a * R j b * R k c * d a b c

/-- The polarization `P_i = d_ijk σ_jk` produced by the stress `σ`. -/
def polarization (d : PiezoTensor) (σ : Matrix (Fin 3) (Fin 3) ℝ) : Fin 3 → ℝ :=
  fun i => ∑ j, ∑ k, d i j k * σ j k

/-- The rotation by 120 degrees about the `z` axis. -/
def threefoldZ : Matrix (Fin 3) (Fin 3) ℝ :=
  !![-1/2, -(√3/2), 0; √3/2, -1/2, 0; 0, 0, 1]

/-- The signs that the coordinates `x, y, z` acquire in a half turn about the `x` axis. -/
def axisSign : Fin 3 → ℝ := ![1, -1, -1]

/-- The rotation by 180 degrees about the `x` axis. -/
def twofoldX : Matrix (Fin 3) (Fin 3) ℝ := Matrix.diagonal axisSign

/-- The tensor with `d_000 = a`, `d_011 = d_101 = d_110 = -a`, `d_012 = d_021 = b`,
`d_102 = d_120 = -b` and all other components zero. -/
def quartzTensor (a b : ℝ) : PiezoTensor :=
  ![!![a, 0, 0; 0, -a, b; 0, b, 0], !![0, -a, -b; -a, 0, 0; -b, 0, 0], !![0, 0, 0; 0, 0, 0; 0, 0, 0]]

/-- The transformation law in matrix form: each matrix `d a` becomes `R * d a * Rᵀ`, and the results
are mixed by `R` in the polarization index. -/
theorem rotate_slice (R : Matrix (Fin 3) (Fin 3) ℝ) (d : PiezoTensor) (i : Fin 3) :
    rotate R d i = ∑ a, R i a • (R * d a * Rᵀ) := by
  ext j k
  simp only [rotate, Matrix.of_apply, Matrix.sum_apply, Matrix.smul_apply, smul_eq_mul,
    Matrix.mul_apply, Matrix.transpose_apply, Fin.sum_univ_three]
  ring

/-- For an orthogonal `R`, the transformed crystal under the transformed stress has the
transformed polarization. -/
theorem polarization_rotate {R : Matrix (Fin 3) (Fin 3) ℝ} (hR : Rᵀ * R = 1)
    (d : PiezoTensor) (σ : Matrix (Fin 3) (Fin 3) ℝ) :
    polarization (rotate R d) (R * σ * Rᵀ) = R *ᵥ polarization d σ := by
  -- the contraction over the stress indices is a trace
  have pol : ∀ (t : PiezoTensor) (τ : Matrix (Fin 3) (Fin 3) ℝ) (i : Fin 3),
      polarization t τ i = Matrix.trace (t i * τᵀ) := by
    intro t τ i
    simp [polarization, Matrix.trace, Matrix.mul_apply]
  ext i
  simp only [Matrix.mulVec, dotProduct, pol]
  rw [rotate_slice, Finset.sum_mul, Matrix.trace_sum]
  refine Finset.sum_congr rfl fun a _ => ?_
  rw [Matrix.smul_mul, Matrix.trace_smul, smul_eq_mul]
  congr 1
  -- orthogonality removes `R` from the trace
  have h : R * d a * Rᵀ * (R * σ * Rᵀ)ᵀ = R * (d a * (Rᵀ * R) * σᵀ * Rᵀ) := by
    simp only [Matrix.transpose_mul, Matrix.transpose_transpose, Matrix.mul_assoc]
  rw [h, hR, Matrix.mul_one, Matrix.trace_mul_comm, Matrix.mul_assoc, hR, Matrix.mul_one]

/-- The half turn about `x` multiplies each tensor component by the signs of its three
indices. -/
theorem rotate_twofoldX (d : PiezoTensor) (i j k : Fin 3) :
    rotate twofoldX d i j k = axisSign i * axisSign j * axisSign k * d i j k := by
  simp only [rotate_slice, twofoldX, Matrix.sum_apply, Matrix.smul_apply, smul_eq_mul,
    Matrix.diagonal_transpose, Matrix.mul_diagonal, Matrix.diagonal_mul, Matrix.diagonal_apply,
    ite_mul, zero_mul, Finset.sum_ite_eq, Finset.mem_univ, if_true]
  ring

/-- Selection rule of the twofold axis: in a tensor invariant under the half turn about `x`,
every component whose index signs multiply to `-1` vanishes. -/
theorem twofold_selection {d : PiezoTensor} (h : rotate twofoldX d = d) {i j k : Fin 3}
    (hs : axisSign i * axisSign j * axisSign k = -1) : d i j k = 0 := by
  have e : rotate twofoldX d i j k = d i j k := by rw [h]
  rw [rotate_twofoldX, hs] at e
  linarith

/-- The quartz tensor is invariant under the 120 degree rotation about `z` and the 180 degree
rotation about `x`, for all values of its two constants. -/
theorem quartzTensor_invariant (a b : ℝ) :
    rotate threefoldZ (quartzTensor a b) = quartzTensor a b ∧
      rotate twofoldX (quartzTensor a b) = quartzTensor a b := by
  have q : √3 ^ 2 = (3 : ℝ) := Real.sq_sqrt (by norm_num)
  constructor
  · funext i
    ext j k
    fin_cases i <;> fin_cases j <;> fin_cases k <;>
      simp [rotate, threefoldZ, quartzTensor, Fin.sum_univ_three] <;> grind
  · funext i
    ext j k
    rw [rotate_twofoldX]
    fin_cases i <;> fin_cases j <;> fin_cases k <;> simp [axisSign, quartzTensor]

/-- Piezoelectric tensor of class 32: a tensor symmetric in its stress indices is invariant under
the 120 degree rotation about `z` and the 180 degree rotation about `x` if and only if it is the
quartz tensor with constants `d_000` and `d_012`. -/
theorem invariant_iff_quartzTensor {d : PiezoTensor} (hsym : ∀ i j k, d i j k = d i k j) :
    (rotate threefoldZ d = d ∧ rotate twofoldX d = d) ↔
      d = quartzTensor (d 0 0 0) (d 0 1 2) := by
  constructor
  · rintro ⟨h3, h2⟩
    -- components removed by the twofold axis
    have z001 : d 0 0 1 = 0 := twofold_selection h2 (by simp [axisSign])
    have z002 : d 0 0 2 = 0 := twofold_selection h2 (by simp [axisSign])
    have z010 : d 0 1 0 = 0 := twofold_selection h2 (by simp [axisSign])
    have z020 : d 0 2 0 = 0 := twofold_selection h2 (by simp [axisSign])
    have z100 : d 1 0 0 = 0 := twofold_selection h2 (by simp [axisSign])
    have z111 : d 1 1 1 = 0 := twofold_selection h2 (by simp [axisSign])
    have z112 : d 1 1 2 = 0 := twofold_selection h2 (by simp [axisSign])
    have z121 : d 1 2 1 = 0 := twofold_selection h2 (by simp [axisSign])
    have z122 : d 1 2 2 = 0 := twofold_selection h2 (by simp [axisSign])
    have z200 : d 2 0 0 = 0 := twofold_selection h2 (by simp [axisSign])
    have z211 : d 2 1 1 = 0 := twofold_selection h2 (by simp [axisSign])
    have z212 : d 2 1 2 = 0 := twofold_selection h2 (by simp [axisSign])
    have z221 : d 2 2 1 = 0 := twofold_selection h2 (by simp [axisSign])
    have z222 : d 2 2 2 = 0 := twofold_selection h2 (by simp [axisSign])
    -- component equations of the threefold axis
    have e : ∀ i j k, rotate threefoldZ d i j k = d i j k := by
      intro i j k
      rw [h3]
    have r00 : threefoldZ 0 0 = -1/2 := rfl
    have r01 : threefoldZ 0 1 = -(√3/2) := rfl
    have r02 : threefoldZ 0 2 = 0 := rfl
    have r10 : threefoldZ 1 0 = √3/2 := rfl
    have r11 : threefoldZ 1 1 = -1/2 := rfl
    have r12 : threefoldZ 1 2 = 0 := rfl
    have r20 : threefoldZ 2 0 = 0 := rfl
    have r21 : threefoldZ 2 1 = 0 := rfl
    have r22 : threefoldZ 2 2 = 1 := rfl
    have e1 := e 0 0 0
    have e2 := e 0 1 1
    have e3 := e 0 2 2
    have e4 := e 2 0 2
    have e5 := e 2 0 1
    have e6 := e 1 0 2
    simp only [rotate, Matrix.of_apply, Fin.sum_univ_three, r00, r01, r02, r10, r11, r12, r20,
      r21, r22, z001, z002, z010, z020, z100, z111, z112, z121, z122, z200, z211, z212, z221,
      z222, mul_zero, zero_mul, add_zero, zero_add] at e1 e2 e3 e4 e5 e6
    have q : ∀ x : ℝ, √3 ^ 2 * x = 3 * x := by
      intro x
      rw [Real.sq_sqrt (by norm_num)]
    have s1 := hsym 1 1 0
    have s2 := hsym 2 1 0
    -- the components left by the twofold axis, in terms of `d_000` and `d_012`
    have c011 : d 0 1 1 = -d 0 0 0 := by
      linarith [q (d 0 0 0), q (d 0 1 1), q (d 1 0 1), q (d 1 1 0)]
    have c101 : d 1 0 1 = -d 0 0 0 := by
      linarith [q (d 0 0 0), q (d 0 1 1), q (d 1 0 1), q (d 1 1 0)]
    have c022 : d 0 2 2 = 0 := by linarith
    have c202 : d 2 0 2 = 0 := by linarith
    have c201 : d 2 0 1 = 0 := by linarith [q (d 2 0 1), q (d 2 1 0)]
    have c102 : d 1 0 2 = -d 0 1 2 := by linarith [q (d 0 1 2), q (d 1 0 2)]
    have c110 : d 1 1 0 = -d 0 0 0 := s1.trans c101
    have c210 : d 2 1 0 = 0 := s2.trans c201
    have c220 : d 2 2 0 = 0 := (hsym 2 2 0).trans c202
    have c120 : d 1 2 0 = -d 0 1 2 := (hsym 1 2 0).trans c102
    have c021 : d 0 2 1 = d 0 1 2 := hsym 0 2 1
    funext i
    ext j k
    fin_cases i <;> fin_cases j <;> fin_cases k <;>
      simp [quartzTensor, z001, z002, z010, z020, z100, z111, z112, z121, z122, z200, z211,
        z212, z221, z222, c011, c101, c022, c202, c201, c102, c110, c210, c220, c120, c021]
  · intro h
    rw [h]
    exact quartzTensor_invariant _ _

/-- The polarization of the quartz tensor under a symmetric stress; its component along the
`z` axis is zero. -/
theorem quartz_polarization (a b : ℝ) {σ : Matrix (Fin 3) (Fin 3) ℝ} (hσ : σ.IsSymm) :
    polarization (quartzTensor a b) σ =
      ![a * (σ 0 0 - σ 1 1) + 2 * b * σ 1 2, -2 * a * σ 0 1 - 2 * b * σ 0 2, 0] := by
  have h10 : σ 1 0 = σ 0 1 := hσ.apply 0 1
  have h20 : σ 2 0 = σ 0 2 := hσ.apply 0 2
  have h21 : σ 2 1 = σ 1 2 := hσ.apply 1 2
  ext i
  fin_cases i <;>
    simp [polarization, quartzTensor, Fin.sum_univ_three, h10, h20, h21] <;> ring

/-- Longitudinal effect of the quartz tensor: for the stress `σ_jk = n_j n_k`, with `n` of any
length, the scalar product `n · P` of `n` with the polarization is `a (n_x³ - 3 n_x n_y²)`. -/
theorem quartz_longitudinal (a b : ℝ) (n : Fin 3 → ℝ) :
    n ⬝ᵥ polarization (quartzTensor a b) (Matrix.vecMulVec n n) =
      a * (n 0 ^ 3 - 3 * n 0 * n 1 ^ 2) := by
  simp [polarization, quartzTensor, dotProduct, Matrix.vecMulVec_apply, Fin.sum_univ_three]
  ring

end

end QuartzPiezoelectricity
```

```lean
#print axioms QuartzPiezoelectricity.polarization_rotate
#print axioms QuartzPiezoelectricity.invariant_iff_quartzTensor
#print axioms QuartzPiezoelectricity.quartz_polarization
#print axioms QuartzPiezoelectricity.quartz_longitudinal
```

```
'QuartzPiezoelectricity.polarization_rotate' depends on axioms: [propext, Classical.choice, Quot.sound]
'QuartzPiezoelectricity.invariant_iff_quartzTensor' depends on axioms: [propext, Classical.choice, Quot.sound]
'QuartzPiezoelectricity.quartz_polarization' depends on axioms: [propext, Classical.choice, Quot.sound]
'QuartzPiezoelectricity.quartz_longitudinal' depends on axioms: [propext, Classical.choice, Quot.sound]
```

## From the component equations to the Lean proof

`rotate_slice` rewrites the transformation law in matrix form: each matrix `d a` becomes `R * d a * Rᵀ`, and the results are mixed by the polarization index. `polarization_rotate` uses this to prove P′ = RP. It writes the contraction over the stress indices as a trace, and the hypothesis `hR`, which is RᵀR = 1, then removes R from the trace, once in the middle of the product and once after a cyclic exchange.

`rotate_twofoldX` is the sign rule of the half turn. `twofold_selection` draws the conclusion: if the three signs multiply to −1, invariance reads −d_ijk = d_ijk, and the component is zero.

In the main theorem, the facts `z001` to `z222` are the 14 zeros. The equations `e1` to `e6` are the six threefold equations in the order given above, and `simp only` inserts the matrix entries and the zeros. The products still contain √3², which the auxiliary fact `q` replaces by 3. After that the system is linear, and `linarith` solves it: `c011` and `c101` come from the first two equations with d_110 = d_101, and `c022`, `c202`, `c201` and `c102` from the other four. The remaining `c` facts use symmetry in jk, and a case split over all 27 components assembles the tensor.

For the converse, `quartzTensor_invariant` compares components where the derivation above used complex numbers. It expands all 27 for the threefold axis, with √3² = 3 available to `grind`, and uses the sign rule for the twofold axis. The last two theorems expand the finite sums and finish with `ring`; `quartz_polarization` first uses the symmetry of σ to identify σ_10 with σ_01, and likewise for the other two pairs.
